# Equal multiplet counts for $k$ fermions and $k$ bosons in single-$j$ shells of $N$ and $N-k+1$ levels

Let $k \le N$. For every natural number $s$, the $k$-element subsets of $\{0,\dots,N-1\}$ with sum $s + k(k-1)/2$ are as many as the size-$k$ multisets from $\{0,\dots,N-k\}$ with sum $s$. A shell of $L$ levels here means the $L = 2j+1$ projections $m = -j, \dots, j$ of a single angular momentum $j$, one level for each $m$. A subset then labels a basis state of $k$ identical fermions in a shell of $N$ levels, and a multiset labels a basis state of $k$ identical bosons in a shell of $N-k+1$ levels. The two systems have equally many basis states at every total projection $M$, and hence equally many multiplets at every total angular momentum $J$.

The allowed $J$ values of $k \ge 2$ equivalent electrons in a single $j$ shell, as in $jj$ coupling, can therefore be read off from $k$ bosons in a smaller shell, with angular momentum $j - (k-1)/2$. For odd $k$ this is a half-integer, which real bosons do not have; the bosons then serve only as a counting device.

## Raising the bosons one after another

Write the occupied boson levels in increasing order, $b_0 \le b_1 \le \dots \le b_{k-1}$, and set $a_i = b_i + i$.

- **Pauli principle.** Since $a_{i+1} - a_i = b_{i+1} - b_i + 1 \ge 1$, the $a_i$ are all different.
- **Range.** If $k \ge 1$, the highest level is $a_{k-1} = b_{k-1} + k - 1 \le (N-k) + k - 1 = N-1$. If $k = 0$, each side has only the empty state.
- **Sum.** $\sum_i a_i = \sum_i b_i + (0 + 1 + \dots + (k-1)) = \sum_i b_i + k(k-1)/2$.
- **Inverse.** Given $0 \le a_0 < a_1 < \dots < a_{k-1} \le N-1$, put $b_i = a_i - i$. Strict increase gives $a_i \ge i$ and $b_{i+1} \ge b_i$, so the $b_i$ are weakly increasing natural numbers, and the largest is at most $N-k$.

This is a bijection of states, and restricting it to a fixed sum gives the first claim.

In a shell of $L$ levels, level $a$ has projection $m$ with $2m = 2a + 1 - L$, which for $L \ge 1$ runs over the projections of $j = (L-1)/2$. For the fermions,

$$2M = \sum_i (2a_i + 1 - N) = 2\sum_i b_i + k(k-1) + k(1-N) = \sum_i \bigl(2b_i + 1 - (N-k+1)\bigr),$$

which is $2M$ for the bosons. The bijection thus preserves $M$ state by state. A multiplet of angular momentum $J'$ contributes one state at each $M = -J', \dots, J'$, so the number of multiplets with angular momentum $J$ is the number of states at $M = J$ minus the number at $M = J+1$. These differences agree as well.

## Two fermions with $j = 3/2$

Take $N = 4$ and $k = 2$. The bosons have three levels, so $j = 1$.

| Bosons | Fermions | $M$ |
|---|---|---|
| 0, 0 | 0, 1 | −2 |
| 0, 1 | 0, 2 | −1 |
| 0, 2 | 0, 3 | 0 |
| 1, 1 | 1, 2 | 0 |
| 1, 2 | 1, 3 | 1 |
| 2, 2 | 2, 3 | 2 |

The counts at $M = 0, 1, 2, 3$ are $2, 1, 1, 0$. Their successive differences give one multiplet with $J = 0$, none with $J = 1$ and one with $J = 2$, for both systems.

## States, projections and multiplets in Lean

```lean
import Mathlib

open Finset

namespace FermionBosonShell
```

The function `raise` acts on a list of levels. Its first argument is the shift of the first particle, so the map $a_i = b_i + i$ is `raise 0`.

```lean
/-- Raises the particles of a list of levels by `c`, `c + 1`, `c + 2`, ... in turn. -/
def raise : ℕ → List ℕ → List ℕ
  | _, [] => []
  | c, a :: l => (a + c) :: raise (c + 1) l
```

Projections are doubled to keep half-integers inside the integers. `twiceM` takes a multiset, which serves both kinds of particle. The code calls this multiset `m`; the $2m$ in the docstring is instead twice the projection of a single level.

```lean
/-- Twice the total projection `M` of particles in a shell of `L` levels, where level `a`
has `2m = 2a + 1 - L`. -/
def twiceM (L : ℕ) (m : Multiset ℕ) : ℤ := (m.map fun a : ℕ => 2 * (a : ℤ) + 1 - (L : ℤ)).sum
```

Fermionic states are the finite sets in `(range N).powersetCard k`; bosonic states are the elements of `(range L).sym k`, multisets of exactly `k` levels.

```lean
/-- Number of states of `k` fermions in a shell of `N` levels with `2M = M2`. -/
def fermionCount (N k : ℕ) (M2 : ℤ) : ℕ :=
  (((range N).powersetCard k).filter fun A => twiceM N A.val = M2).card

/-- Number of states of `k` bosons in a shell of `L` levels with `2M = M2`. -/
def bosonCount (L k : ℕ) (M2 : ℤ) : ℕ :=
  (((range L).sym k).filter fun m : Sym ℕ k => twiceM L (m : Multiset ℕ) = M2).card
```

The arguments `M2` and `J2` stand for $2M$ and $2J$, so $J+1$ becomes `J2 + 2`. Multiplets are defined as differences of counts. The file constructs no angular momentum operators or coupled states; the reading of these differences as multiplets rests on the argument above. A shell here has one quantum number $m$, so separate orbital and spin projections, as in $LS$ coupling, are not covered.

```lean
/-- Multiplets of `k` fermions with `2J = J2`, counted as the number of states with `M = J`
minus the number with `M = J + 1`. -/
def fermionMultiplets (N k J2 : ℕ) : ℤ :=
  (fermionCount N k J2 : ℤ) - fermionCount N k (J2 + 2)

/-- Multiplets of `k` bosons with `2J = J2`, counted as the number of states with `M = J`
minus the number with `M = J + 1`. -/
def bosonMultiplets (L k J2 : ℕ) : ℤ :=
  (bosonCount L k J2 : ℤ) - bosonCount L k (J2 + 2)
```

## The raising map on ordered lists

The next lemmas follow the steps by hand, by induction on the list. The shift `c` stays general because it grows by one on passing to the tail. For $n$ particles the sum increases by $cn + n(n-1)/2$.

```lean
/-- Raising keeps the particle number `n` and adds `c n + n(n-1)/2` to the sum of levels. -/
theorem raise_length_sum (c : ℕ) (l : List ℕ) : (raise c l).length = l.length ∧
    (raise c l).sum = l.sum + c * l.length + l.length.choose 2 := by
  induction l generalizing c with
  | nil => simp [raise]
  | cons a t ih =>
    obtain ⟨h1, h2⟩ := ih (c + 1)
    have h3 : (t.length + 1).choose 2 = t.length + t.length.choose 2 := by
      rw [Nat.choose_succ_succ' t.length 1, Nat.choose_one_right]
    rw [raise, List.length_cons, List.length_cons, List.sum_cons, List.sum_cons, h1, h2, h3]
    exact ⟨rfl, by ring⟩

/-- Different lists of levels stay different after raising. -/
theorem raise_injective (c : ℕ) {l l' : List ℕ} (h : raise c l = raise c l') : l = l' := by
  induction l generalizing c l' with
  | nil => cases l' with
    | nil => rfl
    | cons b t => simp [raise] at h
  | cons a t ih => cases l' with
    | nil => simp [raise] at h
    | cons b t' =>
      simp only [raise, List.cons.injEq] at h
      rw [ih (c + 1) h.2, Nat.add_right_cancel h.1]
```

Weak order becomes strict order: the lower bound in the second half of the statement, applied to the tail, places every later particle above the first.

```lean
/-- Raising turns weakly increasing levels into strictly increasing ones, and a lower bound
`b` into `b + c`. -/
theorem raise_strict {b c : ℕ} {l : List ℕ} (hl : l.Pairwise (· ≤ ·)) (hb : ∀ x ∈ l, b ≤ x) :
    (raise c l).Pairwise (· < ·) ∧ ∀ x ∈ raise c l, b + c ≤ x := by
  induction l generalizing b c with
  | nil => simp [raise]
  | cons a t ih =>
    rw [List.pairwise_cons] at hl
    obtain ⟨h1, h2⟩ := ih (b := a) (c := c + 1) hl.2 hl.1
    have hab := hb a (by simp)
    rw [raise]
    refine ⟨List.pairwise_cons.2 ⟨fun x hx => by have := h2 x hx; omega, h1⟩, ?_⟩
    intro x hx
    rcases List.mem_cons.1 hx with hx | hx
    · omega
    · have := h2 x hx
      omega
```

With `c = 0`, `d = N - k` and $k$ particles, the following equivalence says that the bosons fit into their shell exactly when the raised particles lie below $N$.

```lean
/-- Ordered particles occupy levels up to `d` exactly when the `n` raised particles lie
below `d + c + n`. -/
theorem raise_lt_iff {c d : ℕ} {l : List ℕ} (hl : l.Pairwise (· ≤ ·)) :
    (∀ x ∈ raise c l, x < d + c + l.length) ↔ ∀ x ∈ l, x ≤ d := by
  induction l generalizing c with
  | nil => simp [raise]
  | cons a t ih =>
    rw [List.pairwise_cons] at hl
    have ih' := ih (c := c + 1) hl.2
    have e : d + c + (a :: t).length = d + (c + 1) + t.length := by
      rw [List.length_cons]; omega
    rw [raise, e, List.forall_mem_cons, List.forall_mem_cons, ih']
    refine ⟨fun ⟨h1, h2⟩ => ⟨?_, h2⟩, fun ⟨h1, h2⟩ => ⟨by omega, h2⟩⟩
    cases t with
    | nil => simp only [List.length_nil] at h1; omega
    | cons b t' => exact (hl.1 b (by simp)).trans (h2 b (by simp))
```

The inverse map is built by lowering the head by `c` and the tail by the larger shifts.

```lean
/-- Every strictly increasing list of levels, all at least `b + c`, is obtained by raising
a weakly increasing list. -/
theorem exists_raise {b c : ℕ} {l : List ℕ} (hl : l.Pairwise (· < ·))
    (hb : ∀ x ∈ l, b + c ≤ x) :
    ∃ l' : List ℕ, l'.Pairwise (· ≤ ·) ∧ (∀ x ∈ l', b ≤ x) ∧ raise c l' = l := by
  induction l generalizing b c with
  | nil => exact ⟨[], by simp [raise]⟩
  | cons a t ih =>
    rw [List.pairwise_cons] at hl
    have hab := hb a (by simp)
    obtain ⟨t', h1, h2, h3⟩ := ih (b := a - c) (c := c + 1) hl.2
      (fun x hx => by have := hl.1 x hx; omega)
    refine ⟨(a - c) :: t', List.pairwise_cons.2 ⟨h2, h1⟩, ?_, ?_⟩
    · intro x hx
      rcases List.mem_cons.1 hx with hx | hx
      · omega
      · have := h2 x hx
        omega
    · rw [raise, h3, Nat.sub_add_cancel (by omega)]
```

An increasing list is determined by its particles, which allows passage between lists and unordered states.

```lean
/-- Two increasing lists with the same particles are equal. -/
theorem sorted_perm_eq {l l' : List ℕ} (hl : l.Pairwise (· ≤ ·)) (hl' : l'.Pairwise (· ≤ ·))
    (h : l.Perm l') : l = l' := by
  induction l generalizing l' with
  | nil => exact h.nil_eq
  | cons a t ih => cases l' with
    | nil => simpa using h.length_eq
    | cons b t' =>
      rw [List.pairwise_cons] at hl hl'
      have h1 : a ≤ b := by
        rcases List.mem_cons.1 (h.mem_iff.2 (by simp : b ∈ b :: t')) with e | e
        · omega
        · exact hl.1 b e
      have h2 : b ≤ a := by
        rcases List.mem_cons.1 (h.mem_iff.1 (by simp : a ∈ a :: t)) with e | e
        · omega
        · exact hl'.1 a e
      obtain rfl := le_antisymm h1 h2
      rw [ih hl.2 hl'.2 h.cons_inv]
```

## From the bijection to equal counts

The central theorem admits any decidable condition `P` on the sum of levels. Since `k ≤ N`, the subtraction `N - k` is the ordinary one, and the division in `k * (k - 1) / 2` is exact.

```lean
/-- For any condition `P` on the sum of levels, `k` fermions in `N` levels have as many states
satisfying it as `k` bosons in `N - k + 1` levels whose sum is shifted by `k(k-1)/2`. -/
theorem card_fermion_eq_card_boson {N k : ℕ} (hk : k ≤ N) (P : ℕ → Prop) [DecidablePred P] :
    (((range N).powersetCard k).filter fun A => P (∑ a ∈ A, a)).card =
    (((range (N - k + 1)).sym k).filter
      fun m : Sym ℕ k => P ((m : Multiset ℕ).sum + k * (k - 1) / 2)).card := by
  -- `σ` lists the particles in increasing order
  obtain ⟨σ, hσ⟩ : ∃ σ : Multiset ℕ → List ℕ,
      ∀ m, (σ m).Pairwise (· ≤ ·) ∧ (σ m : Multiset ℕ) = m :=
    ⟨fun m => m.sort (· ≤ ·), fun m => ⟨m.pairwise_sort _, m.sort_eq _⟩⟩
  have hmem : ∀ m x, x ∈ σ m ↔ x ∈ m := fun m x => by rw [← Multiset.mem_coe, (hσ m).2]
  have hlen : ∀ m : Sym ℕ k, (σ m).length = k := fun m => by
    rw [← Multiset.coe_card, (hσ m).2]; exact m.2
  have hlt : ∀ m, (raise 0 (σ m)).Pairwise (· < ·) := fun m =>
    (raise_strict (b := 0) (hσ m).1 (fun x _ => Nat.zero_le x)).1
  have hn : ∀ m, (raise 0 (σ m)).Nodup := fun m => (hlt m).imp (fun h => Nat.ne_of_lt h)
  have he : ∀ m : Sym ℕ k, ∑ a ∈ (raise 0 (σ m)).toFinset, a =
      (m : Multiset ℕ).sum + k * (k - 1) / 2 := fun m => by
    have hs : (σ m).sum = (m : Multiset ℕ).sum := by rw [← Multiset.sum_coe, (hσ m).2]
    rw [List.sum_toFinset _ (hn m), List.map_id', (raise_length_sum _ _).2, hlen, hs,
      Nat.choose_two_right, zero_mul, add_zero]
  symm
  refine Finset.card_bij (fun m _ => (raise 0 (σ m)).toFinset) ?_ ?_ ?_
  · -- raised bosons obey the Pauli principle and fit into the larger shell
    intro m hm
    obtain ⟨hb, hP⟩ := Finset.mem_filter.1 hm
    refine Finset.mem_filter.2 ⟨Finset.mem_powersetCard.2 ⟨?_, ?_⟩, ?_⟩
    · intro x hx
      have h := (raise_lt_iff (c := 0) (d := N - k) (hσ m).1).2 (fun y hy => by
        have := Finset.mem_range.1 (Finset.mem_sym_iff.1 hb y ((hmem m y).1 hy))
        omega) x (List.mem_toFinset.1 hx)
      rw [hlen] at h
      exact Finset.mem_range.2 (by omega)
    · rw [List.toFinset_card_of_nodup (hn m), (raise_length_sum _ _).1, hlen]
    · rw [he m]; exact hP
  · intro m _ m' _ h
    have hp := List.perm_of_nodup_nodup_toFinset_eq (hn m) (hn m') h
    have h1 := raise_injective 0 (sorted_perm_eq ((hlt m).imp (fun h => Nat.le_of_lt h))
      ((hlt m').imp (fun h => Nat.le_of_lt h)) hp)
    exact Sym.coe_injective ((hσ m).2.symm.trans
      ((congrArg (fun l : List ℕ => (l : Multiset ℕ)) h1).trans (hσ m').2))
  · -- every fermionic state can be lowered to a bosonic one
    intro A hA
    obtain ⟨hA1, hP⟩ := Finset.mem_filter.1 hA
    obtain ⟨hsub, hcard⟩ := Finset.mem_powersetCard.1 hA1
    have hnd : (σ A.val).Nodup := Multiset.coe_nodup.1 (by rw [(hσ _).2]; exact A.nodup)
    obtain ⟨l, hl, -, hr⟩ := exists_raise (b := 0) (c := 0)
      (((hσ A.val).1.and hnd).imp (fun h => lt_of_le_of_ne h.1 h.2))
      (fun x _ => Nat.zero_le x)
    have ll : l.length = k := by
      rw [← (raise_length_sum 0 l).1, hr, ← Multiset.coe_card, (hσ _).2]; exact hcard
    have hσl : σ (l : Multiset ℕ) = l :=
      sorted_perm_eq (hσ _).1 hl (Multiset.coe_eq_coe.1 (hσ _).2)
    have hA' : (raise 0 (σ (l : Multiset ℕ))).toFinset = A := by
      rw [hσl, hr]
      ext x
      exact List.mem_toFinset.trans (hmem A.val x)
    have e2 : ∑ a ∈ A, a = (l : Multiset ℕ).sum + k * (k - 1) / 2 := by
      rw [← hA']; exact he ⟨(l : Multiset ℕ), ll⟩
    refine ⟨⟨(l : Multiset ℕ), ll⟩,
      Finset.mem_filter.2 ⟨Finset.mem_sym_iff.2 ?_, ?_⟩, hA'⟩
    · intro x hx
      have h := (raise_lt_iff (c := 0) (d := N - k) hl).1 (fun y hy => by
        rw [hr] at hy
        have := Finset.mem_range.1 (hsub ((hmem A.val y).1 hy))
        omega) x (Multiset.mem_coe.1 hx)
      exact Finset.mem_range.2 (by omega)
    · rw [e2] at hP; exact hP
```

The proof turns on `Finset.card_bij`, which concludes that two finite sets have equal cardinality from a map between them and three facts. Here the map sorts a bosonic multiset with `σ`, raises the list and forgets its order.

1. **The image is an allowed fermionic state.** This uses the strict order, the range and the sum.
2. **The map is injective.** Equal sets give raised lists that are permutations of each other; being sorted, they are equal, and `raise_injective` recovers the bosons.
3. **The map is surjective.** `exists_raise` lowers the sorted fermions to a list `l`. As `l` is already increasing, sorting its multiset returns `l`, and raising it returns the original state.

Choosing `P` to fix the sum and cancelling $k(k-1)/2$ gives the counting statement.

```lean
/-- The `k`-element subsets of `{0,...,N-1}` with sum `s + k(k-1)/2` are as many as the
size-`k` multisets from `{0,...,N-k}` with sum `s`. -/
theorem fermion_boson_equivalence {N k : ℕ} (hk : k ≤ N) (s : ℕ) :
    (((range N).powersetCard k).filter fun A => ∑ a ∈ A, a = s + k * (k - 1) / 2).card =
    (((range (N - k + 1)).sym k).filter
      fun m : Sym ℕ k => (m : Multiset ℕ).sum = s).card := by
  refine (card_fermion_eq_card_boson hk (fun t => t = s + k * (k - 1) / 2)).trans
    (congrArg Finset.card (Finset.filter_congr fun m _ => ?_))
  exact Nat.add_right_cancel_iff
```

For the projection, `hM` proves $2M = 2\sum a + k(1-L)$ for $k$ particles in $L$ levels, and `P` requires this expression with $L = N$ to equal `M2`. The final `linear_combination` is the cancellation between the shifted sum and the shifted centre.

```lean
/-- For every `M`, `k` fermions in `N` levels and `k` bosons in `N - k + 1` levels have the
same number of states with total projection `M`. -/
theorem fermionCount_eq_bosonCount {N k : ℕ} (hk : k ≤ N) (M2 : ℤ) :
    fermionCount N k M2 = bosonCount (N - k + 1) k M2 := by
  have hM : ∀ (L : ℕ) (m : Multiset ℕ),
      twiceM L m = 2 * (m.sum : ℤ) + (Multiset.card m : ℤ) * (1 - L) := by
    intro L m
    induction m using Multiset.induction_on with
    | empty => simp [twiceM]
    | cons a m ih =>
      simp only [twiceM, Multiset.map_cons, Multiset.sum_cons, Multiset.card_cons] at ih ⊢
      rw [ih]; push_cast; ring
  have h4 : k * (k - 1) / 2 * 2 + k = k * k := by
    rw [Nat.div_mul_cancel (Nat.even_mul_pred_self k).two_dvd]
    rcases k with _ | n
    · rfl
    · rw [Nat.add_sub_cancel]; ring
  have h := card_fermion_eq_card_boson hk (fun t => 2 * (t : ℤ) + k * (1 - N) = M2)
  refine Eq.trans (congrArg Finset.card (Finset.filter_congr fun A hA => ?_))
    (h.trans (congrArg Finset.card (Finset.filter_congr fun m _ => ?_)))
  · have e : twiceM N A.val = 2 * ((∑ a ∈ A, a : ℕ) : ℤ) + k * (1 - N) := by
      rw [hM, Finset.card_val, (Finset.mem_powersetCard.1 hA).2,
        show A.val.sum = ∑ a ∈ A, a from Finset.sum_val A]
    rw [e]
  · -- the shift k(k-1)/2 compensates the different centres of the two shells
    have e : 2 * (((m : Multiset ℕ).sum + k * (k - 1) / 2 : ℕ) : ℤ) + k * (1 - N) =
        twiceM (N - k + 1) (m : Multiset ℕ) := by
      have hc : Multiset.card (m : Multiset ℕ) = k := m.2
      rw [hM, hc]
      generalize k * (k - 1) / 2 = T at h4 ⊢
      have h5 : (T : ℤ) * 2 + k = k * k := by exact_mod_cast h4
      rw [Nat.cast_add, Nat.cast_add, Nat.cast_sub hk, Nat.cast_one]
      linear_combination h5
    rw [← e]
```

The multiplet theorem applies this equality at $M = J$ and at $M = J+1$.

```lean
/-- For every `J`, `k` fermions in `N` levels and `k` bosons in `N - k + 1` levels have the
same number of multiplets of total angular momentum `J`. -/
theorem fermionMultiplets_eq_bosonMultiplets {N k : ℕ} (hk : k ≤ N) (J2 : ℕ) :
    fermionMultiplets N k J2 = bosonMultiplets (N - k + 1) k J2 := by
  rw [fermionMultiplets, bosonMultiplets, fermionCount_eq_bosonCount hk,
    fermionCount_eq_bosonCount hk]

end FermionBosonShell
```

```lean
#print axioms FermionBosonShell.fermion_boson_equivalence
-- 'FermionBosonShell.fermion_boson_equivalence' depends on axioms: [propext, Classical.choice, Quot.sound]
#print axioms FermionBosonShell.fermionMultiplets_eq_bosonMultiplets
-- 'FermionBosonShell.fermionMultiplets_eq_bosonMultiplets' depends on axioms: [propext, Classical.choice, Quot.sound]
```
